# One velocity Verlet step changes the truncated shadow Hamiltonian by o(h³) for a C³ potential on the line

A particle of unit mass moves on a line in a three times continuously differentiable potential $V$. Let one velocity Verlet step of size $h$ take position and momentum $(q,p)$ to $(q_1,p_1)$, and define

$$\tilde H_h(q,p)=\frac{p^2}{2}+V(q)+h^2\left(\frac{p^2V''(q)}{12}-\frac{V'(q)^2}{24}\right).$$

Then, for fixed $(q,p)$,

$$\frac{\tilde H_h(q_1,p_1)-\tilde H_h(q,p)}{h^3}\to 0\qquad (h\to0,\ h\neq0).$$

The true energy $E=p^2/2+V$ generally changes at order $h^3$ itself. For smooth $V$, the full shadow Hamiltonian is a formal series $E+h^2(\cdots)+h^4(\cdots)+\cdots$ whose flow over time $h$ formally reproduces the step. "Truncated" means that only the $h^2$ correction is kept. For such $V$ the one-step change of $\tilde H_h$ is in fact $O(h^5)$, which is not proved here; the $o(h^3)$ statement needs only three continuous derivatives.

## Expanding one step

Write $A=V'(q)$, $B=V''(q)$, $C=V'''(q)$. The half kick gives $u=p-hA/2$, the drift gives $q_1=q+hu$, and the second half kick gives $p_1=u-hA_1/2$ with $A_1=V'(q_1)$.

Since $V''$ is differentiable at $q$, $V''(q+x)=B+xC+o(x)$. Integrating twice and setting $x=hu=O(h)$,

$$\begin{aligned}
V''(q_1)&=B+huC+o(h),\\
A_1&=A+huB+\tfrac12h^2u^2C+o(h^2),\\
V(q_1)&=V(q)+huA+\tfrac12h^2u^2B+\tfrac16h^3u^3C+o(h^3).
\end{aligned}$$

Because $p=u+hA/2$, the kinetic energy changes by

$$\frac{p_1^2-p^2}{2}=-\frac{hu}{2}(A+A_1)+\frac{h^2}{8}(A_1^2-A^2).$$

The first term on the right is $-huA-\frac12h^2u^2B-\frac14h^3u^3C+o(h^3)$. Added to $V(q_1)-V(q)$, it leaves $-\frac1{12}h^3u^3C+o(h^3)$. The second term is $\frac14h^3uAB+o(h^3)$. Since $u=p+O(h)$,

$$\Delta E=h^3\left(\tfrac14pAB-\tfrac1{12}p^3C\right)+o(h^3).$$

Now add a correction $h^2(a\,p^2V''+b\,V'^2)$ with real $a,b$. From $p_1=p-hA+O(h^2)$,

$$p_1^2V''(q_1)-p^2B=h(p^3C-2pAB)+o(h),\qquad A_1^2-A^2=2h\,pAB+o(h).$$

The total change divided by $h^3$ therefore tends to

$$\left(a-\tfrac1{12}\right)p^3C+\left(\tfrac14-2a+2b\right)pAB.$$

Both brackets vanish for $a=\frac1{12}$, $b=-\frac1{24}$, which proves the claim.

## A harmonic step with h = 0.1

Take $V=q^2/2$ and $q=p=1$. Then $u=0.95$, $q_1=1.095$ and $p_1=0.89525$. The energy rises from $1$ to $1.00024878$, so $\Delta E/h^3\approx0.2488$, near the limit $\frac14$. The correction falls from $0.00041667$ to $0.00016830$, and $\tilde H_h$ changes by only about $4.1\times10^{-7}$, or $4.1\times10^{-4}$ after division by $h^3$.

## The step and the energies in Lean

```lean
import Mathlib

open Filter Topology Asymptotics

namespace VerletShadowHamiltonian

noncomputable section
```

A phase-space point is a pair `z`, with position `z.1` and momentum `z.2`. The force is `-deriv V`, and nested `deriv` gives the higher derivatives.

```lean
/-- One velocity Verlet step of size `h` for unit mass in the potential `V`, acting on
`(q, p)`: half kick, drift, half kick. -/
def verletStep (V : ℝ → ℝ) (h : ℝ) (z : ℝ × ℝ) : ℝ × ℝ :=
  let pHalf := z.2 - h / 2 * deriv V z.1
  let qNew := z.1 + h * pHalf
  (qNew, pHalf - h / 2 * deriv V qNew)
```

In Born–Oppenheimer molecular dynamics, here reduced to one nuclear coordinate of unit mass, $V$ is the electronic energy plus nuclear repulsion. An electronic structure calculation at `qNew` supplies the force for the second half kick, and that force is kept for the first half kick of the next step.

```lean
/-- The true energy `p²/2 + V(q)`. -/
def energy (V : ℝ → ℝ) (z : ℝ × ℝ) : ℝ := z.2 ^ 2 / 2 + V z.1
```

The two-parameter family contains both the true energy and the shadow Hamiltonian.

```lean
/-- The energy with a second-order correction `h² (a p² V''(q) + b V'(q)²)`. -/
def modifiedEnergy (V : ℝ → ℝ) (a b h : ℝ) (z : ℝ × ℝ) : ℝ :=
  energy V z + h ^ 2 * (a * z.2 ^ 2 * deriv (deriv V) z.1 + b * deriv V z.1 ^ 2)

/-- The truncated shadow Hamiltonian `p²/2 + V + h² (p² V''/12 - V'²/24)`. -/
def shadowEnergy (V : ℝ → ℝ) (h : ℝ) (z : ℝ × ℝ) : ℝ :=
  z.2 ^ 2 / 2 + V z.1
    + h ^ 2 * (z.2 ^ 2 * deriv (deriv V) z.1 / 12 - deriv V z.1 ^ 2 / 24)
```

## Taylor remainders along the step

The first lemma does the integration. Given $c>0$, the derivative satisfies $|g'(y)|\le c|x|^n$ for all $|y|\le|x|$ once $x$ is small. The mean value inequality then gives $|g(x)|\le c|x|^{n+1}$.

```lean
/-- If a real function, differentiable on the whole line, vanishes at `0` and its derivative is
`o(xⁿ)` there, then the function is `o(xⁿ⁺¹)`. -/
theorem isLittleO_of_deriv {g g' : ℝ → ℝ} {n : ℕ} (hg : ∀ x, HasDerivAt g (g' x) x)
    (h0 : g 0 = 0) (ho : g' =o[𝓝 0] fun x => x ^ n) :
    g =o[𝓝 0] fun x => x ^ (n + 1) := by
  refine isLittleO_iff.2 fun c hc => ?_
  obtain ⟨δ, hδ, hb⟩ := Metric.eventually_nhds_iff.1 (isLittleO_iff.1 ho hc)
  refine Metric.eventually_nhds_iff.2 ⟨δ, hδ, fun x hx => ?_⟩
  have hx' : |x| < δ := by simpa [Real.dist_eq] using hx
  have bound : ∀ y ∈ Metric.closedBall (0 : ℝ) (|x|), ‖g' y‖ ≤ c * |x| ^ n := by
    intro y hy
    have hy' : |y| ≤ |x| := by simpa [Real.dist_eq] using hy
    have hyd : dist y 0 < δ := by
      rw [Real.dist_eq, sub_zero]
      exact hy'.trans_lt hx'
    calc ‖g' y‖ ≤ c * ‖y ^ n‖ := hb hyd
      _ = c * |y| ^ n := by rw [norm_pow, Real.norm_eq_abs]
      _ ≤ c * |x| ^ n := by gcongr
  -- mean value inequality on the interval of radius |x|
  have hm : ‖g x - g 0‖ ≤ c * |x| ^ n * ‖x - 0‖ :=
    (convex_closedBall (0 : ℝ) (|x|)).norm_image_sub_le_of_norm_hasDerivWithin_le
      (fun y _ => (hg y).hasDerivWithinAt) bound (by simp) (by simp)
  rw [h0, sub_zero, sub_zero] at hm
  calc ‖g x‖ ≤ c * |x| ^ n * ‖x‖ := hm
    _ = c * ‖x ^ (n + 1)‖ := by rw [norm_pow, Real.norm_eq_abs]; ring
```

Differentiability of $V''$ gives `t2`. The remainder in `t1` has the remainder in `t2` as its derivative, so the lemma applies with $n=1$; a second application, with $n=2$, gives the expansion of $V$.

```lean
/-- Taylor expansions about `q` of the curvature, the slope and the value of a three times
continuously differentiable potential, up to the term with `V'''(q)`. -/
theorem taylor_potential {V : ℝ → ℝ} (hV : ContDiff ℝ 3 V) (q : ℝ) :
    ((fun x => deriv (deriv V) (q + x) - deriv (deriv V) q
        - x * deriv (deriv (deriv V)) q) =o[𝓝 0] fun x => x ^ 1) ∧
    ((fun x => deriv V (q + x) - deriv V q - x * deriv (deriv V) q
        - x ^ 2 / 2 * deriv (deriv (deriv V)) q) =o[𝓝 0] fun x => x ^ 2) ∧
    ((fun x => V (q + x) - V q - x * deriv V q - x ^ 2 / 2 * deriv (deriv V) q
        - x ^ 3 / 6 * deriv (deriv (deriv V)) q) =o[𝓝 0] fun x => x ^ 3) := by
  have c3 : ContDiff ℝ (2 + 1) V := by
    rw [show (2 + 1 : WithTop ℕ∞) = 3 by norm_num]
    exact hV
  have d3 := contDiff_succ_iff_deriv.1 c3
  have c2 : ContDiff ℝ (1 + 1) (deriv V) := by
    rw [show (1 + 1 : WithTop ℕ∞) = 2 by norm_num]
    exact d3.2.2
  have d2 := contDiff_succ_iff_deriv.1 c2
  have d1 := contDiff_one_iff_deriv.1 d2.2.2
  have s2 : ∀ x : ℝ, HasDerivAt (fun x : ℝ => x ^ 2 / 2) x x := fun x =>
    ((hasDerivAt_pow 2 x).div_const 2).congr_deriv (by norm_num)
  have s3 : ∀ x : ℝ, HasDerivAt (fun x : ℝ => x ^ 3 / 6) (x ^ 2 / 2) x := fun x =>
    ((hasDerivAt_pow 3 x).div_const 6).congr_deriv (by norm_num; ring)
  have t2 : (fun x => deriv (deriv V) (q + x) - deriv (deriv V) q
      - x * deriv (deriv (deriv V)) q) =o[𝓝 0] fun x => x ^ 1 := by
    have := hasDerivAt_iff_isLittleO_nhds_zero.1 (d1.1 q).hasDerivAt
    simpa only [smul_eq_mul, pow_one] using this
  -- integrate the expansion twice
  have t1 : (fun x => deriv V (q + x) - deriv V q - x * deriv (deriv V) q
      - x ^ 2 / 2 * deriv (deriv (deriv V)) q) =o[𝓝 0] fun x => x ^ 2 := by
    refine isLittleO_of_deriv (n := 1) (fun x => ?_) (by simp) t2
    exact (((((d2.1 (q + x)).hasDerivAt.comp_const_add q x).sub_const _).fun_sub
      ((hasDerivAt_id' x).mul_const _)).fun_sub ((s2 x).mul_const _)).congr_deriv (by ring)
  refine ⟨t2, t1, isLittleO_of_deriv (n := 2) (fun x => ?_) (by simp) t1⟩
  exact ((((((d3.1 (q + x)).hasDerivAt.comp_const_add q x).sub_const _).fun_sub
    ((hasDerivAt_id' x).mul_const _)).fun_sub ((s2 x).mul_const _)).fun_sub
    ((s3 x).mul_const _)).congr_deriv (by ring)
```

The next lemma substitutes the displacement $hu$, with its argument `A` standing for $V'(q)$. Since $hu=O(h)$, an $o(x^n)$ remainder becomes $h^nR(h)$ with $R(h)\to0$.

```lean
/-- A remainder `o(xⁿ)`, evaluated at the Verlet displacement `h (p - h A/2)`, is `hⁿ` times
a quantity that vanishes as `h → 0`. -/
theorem remainder_along_step {r : ℝ → ℝ} {n : ℕ} (hr : r =o[𝓝 0] fun x => x ^ n)
    (p A : ℝ) : ∃ R : ℝ → ℝ, Tendsto R (𝓝[≠] 0) (𝓝 0) ∧
      ∀ h, h ≠ 0 → r (h * (p - h / 2 * A)) = h ^ n * R h := by
  refine ⟨fun h => r (h * (p - h / 2 * A)) / h ^ n, ?_, fun h hh => by field_simp⟩
  have hc : Continuous fun h : ℝ => p - h / 2 * A := by fun_prop
  have hd : Tendsto (fun h : ℝ => h * (p - h / 2 * A)) (𝓝 0) (𝓝 0) := by
    have hc' : Continuous fun h : ℝ => h * (p - h / 2 * A) := by fun_prop
    simpa using hc'.tendsto 0
  have hO : (fun h : ℝ => h * (p - h / 2 * A)) =O[𝓝 0] fun h => h := by
    simpa only [mul_one] using
      (isBigO_refl (fun h : ℝ => h) (𝓝 0)).mul ((hc.tendsto 0).isBigO_one ℝ)
  exact ((hr.comp_tendsto hd).trans_isBigO (hO.pow n)).tendsto_div_nhds_zero.mono_left
    nhdsWithin_le_nhds
```

## The limit for arbitrary coefficients

The hypothesis `ContDiff ℝ 3 V` requires smoothness on the whole line, which excludes potentials singular at contact. The filter `𝓝[≠] 0` lets $h$ approach zero through nonzero values of either sign.

The proof keeps the remainders as explicit functions `R0`, `R1`, `R2`, belonging to $V$, $V'$, $V''$. With $S=u^2C/2+R_1$, $T=uC+R_2$ and $G=uB+hS$, the new slope is $A_1=A+hG$, and the quotient equals

$$\frac{u^3C}{6}+R_0-\frac{uS}{2}+\left(\frac18+b\right)G(A_1+A)+a\left(p_1^2T-\frac{(A_1+A)(p_1+p)B}{2}\right).$$

`key` is the limit of this expression, assembled from the limits of its parts. `key'` transfers it to the energy quotient: for $h\ne0$, the expansions `e0`, `e1`, `e2` are inserted and `ring` checks that the lower orders cancel.

```lean
/-- For three times continuously differentiable `V`, the one-step change of the energy with
correction coefficients `a`, `b`, divided by `h³`, tends to
`(a - 1/12) p³ V''' + (1/4 - 2a + 2b) p V' V''`. -/
theorem modifiedEnergy_step_limit {V : ℝ → ℝ} (hV : ContDiff ℝ 3 V) (a b q p : ℝ) :
    Tendsto (fun h => (modifiedEnergy V a b h (verletStep V h (q, p))
        - modifiedEnergy V a b h (q, p)) / h ^ 3) (𝓝[≠] 0)
      (𝓝 ((a - 1 / 12) * p ^ 3 * deriv (deriv (deriv V)) q
        + (1 / 4 - 2 * a + 2 * b) * p * deriv V q * deriv (deriv V) q)) := by
  obtain ⟨t2, t1, t0⟩ := taylor_potential hV q
  obtain ⟨R2, l2, E2⟩ := remainder_along_step t2 p (deriv V q)
  obtain ⟨R1, l1, E1⟩ := remainder_along_step t1 p (deriv V q)
  obtain ⟨R0, l0, E0⟩ := remainder_along_step t0 p (deriv V q)
  have hh : Tendsto (fun h : ℝ => h) (𝓝[≠] 0) (𝓝 0) :=
    tendsto_id.mono_left nhdsWithin_le_nhds
  -- limits of the half-step momentum, the Taylor quotients, the new slope and new momentum
  have hu := (tendsto_const_nhds (x := p)).sub ((hh.div_const 2).mul_const (deriv V q))
  have hS := ((hu.pow 2).mul_const (deriv (deriv (deriv V)) q / 2)).add l1
  have hT := (hu.mul_const (deriv (deriv (deriv V)) q)).add l2
  have hG := (hu.mul_const (deriv (deriv V) q)).add (hh.mul hS)
  have hF := (hh.mul hG).add_const (deriv V q)
  have hw := hu.sub ((hh.div_const 2).mul hF)
  have hFA := hF.add_const (deriv V q)
  have key := (((((hu.pow 3).mul_const (deriv (deriv (deriv V)) q / 6)).add l0).sub
    ((hu.mul hS).div_const 2)).add ((hG.mul hFA).mul_const (1 / 8 + b))).add
    ((((hw.pow 2).mul hT).sub
      ((hFA.mul (hw.add_const p)).mul_const (deriv (deriv V) q / 2))).const_mul a)
  have key' := key.congr' (f₂ := fun h => (modifiedEnergy V a b h (verletStep V h (q, p))
      - modifiedEnergy V a b h (q, p)) / h ^ 3) (by
    filter_upwards [self_mem_nhdsWithin] with h hmem
    have hne : h ≠ 0 := hmem
    have e0 : V (q + h * (p - h / 2 * deriv V q)) = V q
        + h * (p - h / 2 * deriv V q) * deriv V q
        + (h * (p - h / 2 * deriv V q)) ^ 2 / 2 * deriv (deriv V) q
        + (h * (p - h / 2 * deriv V q)) ^ 3 / 6 * deriv (deriv (deriv V)) q
        + h ^ 3 * R0 h := by linear_combination E0 h hne
    have e1 : deriv V (q + h * (p - h / 2 * deriv V q)) = deriv V q
        + h * (p - h / 2 * deriv V q) * deriv (deriv V) q
        + (h * (p - h / 2 * deriv V q)) ^ 2 / 2 * deriv (deriv (deriv V)) q
        + h ^ 2 * R1 h := by linear_combination E1 h hne
    have e2 : deriv (deriv V) (q + h * (p - h / 2 * deriv V q)) = deriv (deriv V) q
        + h * (p - h / 2 * deriv V q) * deriv (deriv (deriv V)) q
        + h ^ 1 * R2 h := by linear_combination E2 h hne
    -- all orders below h³ cancel
    rw [eq_div_iff (pow_ne_zero 3 hne)]
    simp only [modifiedEnergy, energy, verletStep]
    rw [e0, e1, e2]
    ring)
  convert key' using 2
  ring
```

## Shadow Hamiltonian, true energy and uniqueness

Setting $a=\frac1{12}$, $b=-\frac1{24}$ makes the limit zero.

```lean
/-- For three times continuously differentiable `V`, the change of the truncated shadow
Hamiltonian in one velocity Verlet step from `(q, p)`, divided by `h³`, tends to `0`. -/
theorem shadowEnergy_step {V : ℝ → ℝ} (hV : ContDiff ℝ 3 V) (q p : ℝ) :
    Tendsto (fun h => (shadowEnergy V h (verletStep V h (q, p))
      - shadowEnergy V h (q, p)) / h ^ 3) (𝓝[≠] 0) (𝓝 0) := by
  have e : ∀ h z, shadowEnergy V h z = modifiedEnergy V (1 / 12) (-1 / 24) h z := by
    intro h z
    simp only [shadowEnergy, modifiedEnergy, energy]
    ring
  simp only [e]
  convert modifiedEnergy_step_limit hV (1 / 12) (-1 / 24) q p using 2
  ring
```

The limit is taken at one fixed starting point. By itself it does not bound the change of $\tilde H_h$ along a long trajectory at finite $h$. One-step error bounds uniform over the points visited would give a bound proportional to the number of steps.

Setting $a=b=0$ gives the leading one-step error of the true energy.

```lean
/-- For three times continuously differentiable `V`, the one-step change of the true energy,
divided by `h³`, tends to `p V' V''/4 - p³ V'''/12`. -/
theorem energy_step_limit {V : ℝ → ℝ} (hV : ContDiff ℝ 3 V) (q p : ℝ) :
    Tendsto (fun h => (energy V (verletStep V h (q, p)) - energy V (q, p)) / h ^ 3)
      (𝓝[≠] 0) (𝓝 (p * deriv V q * deriv (deriv V) q / 4
        - p ^ 3 * deriv (deriv (deriv V)) q / 12)) := by
  have e : ∀ h z, energy V z = modifiedEnergy V 0 0 h z := by
    intro h z
    simp only [modifiedEnergy]
    ring
  have key := modifiedEnergy_step_limit hV 0 0 q p
  simp only [← e] at key
  convert key using 2
  ring
```

The last theorem fixes a position where $V'$, $V''$ and $V'''$ are nonzero and asks for a zero limit at every momentum. With $X=(a-\frac1{12})C$ and $Y=(\frac14-2a+2b)AB$, the momenta $1$ and $2$ give $X+Y=0$ and $8X+2Y=0$. Hence $X=Y=0$, and the nonzero derivatives determine $a$ and then $b$. For the harmonic potential, where $V'''=0$, every pair with $b=a-\frac18$ gives a zero limit, so uniqueness fails there.

```lean
/-- For three times continuously differentiable `V`, at a position where `V'`, `V''` and `V'''` are
all nonzero, the corrected energy changes by `o(h³)` in one step for every momentum exactly when
`a = 1/12` and `b = -1/24`. -/
theorem shadow_coefficients_unique {V : ℝ → ℝ} (hV : ContDiff ℝ 3 V) (a b q : ℝ)
    (h1 : deriv V q ≠ 0) (h2 : deriv (deriv V) q ≠ 0)
    (h3 : deriv (deriv (deriv V)) q ≠ 0) :
    (∀ p, Tendsto (fun h => (modifiedEnergy V a b h (verletStep V h (q, p))
      - modifiedEnergy V a b h (q, p)) / h ^ 3) (𝓝[≠] 0) (𝓝 0)) ↔
    a = 1 / 12 ∧ b = -1 / 24 := by
  constructor
  · intro H
    -- compare the limits at the momenta 1 and 2
    have E1 := tendsto_nhds_unique (H 1) (modifiedEnergy_step_limit hV a b q 1)
    have E2 := tendsto_nhds_unique (H 2) (modifiedEnergy_step_limit hV a b q 2)
    have hX : (a - 1 / 12) * deriv (deriv (deriv V)) q = 0 := by
      linear_combination (1 / 3) * E1 - (1 / 6) * E2
    have hY : (1 / 4 - 2 * a + 2 * b) * (deriv V q * deriv (deriv V) q) = 0 := by
      linear_combination (-4 / 3) * E1 + (1 / 6) * E2
    have ha := (mul_eq_zero.1 hX).resolve_right h3
    have hb := (mul_eq_zero.1 hY).resolve_right (mul_ne_zero h1 h2)
    constructor <;> linarith
  · rintro ⟨rfl, rfl⟩ p
    convert modifiedEnergy_step_limit hV (1 / 12) (-1 / 24) q p using 2
    ring

end

end VerletShadowHamiltonian
```

```lean
#print axioms VerletShadowHamiltonian.shadowEnergy_step
#print axioms VerletShadowHamiltonian.energy_step_limit
#print axioms VerletShadowHamiltonian.shadow_coefficients_unique
```

```
'VerletShadowHamiltonian.shadowEnergy_step' depends on axioms: [propext, Classical.choice, Quot.sound]
'VerletShadowHamiltonian.energy_step_limit' depends on axioms: [propext, Classical.choice, Quot.sound]
'VerletShadowHamiltonian.shadow_coefficients_unique' depends on axioms: [propext, Classical.choice, Quot.sound]
```
